# The mean thermal energy of a quantum harmonic oscillator is (ħω/2) coth(ħω/2kT)

The theorem `meanQuanta_eq_coth` says that for real x > 0 the mean of n + 1/2 over n = 0, 1, 2, …, with weights exp(−xn), is coth(x/2)/2. With x = ħω/kT this is the mean energy, in units of ħω, of a single harmonic oscillator in thermal equilibrium; the levels (n + 1/2)ħω are taken as given, not derived. The weights leave out the zero-point factor exp(−x/2), which would cancel anyway, since the weighted sum is divided by the sum of the weights. The proof takes closed forms for both infinite sums from `boltzmann_sums`, factors exp(x/2) out of cosh(x/2) and sinh(x/2), and leaves the remaining algebra to `field_simp` and `ring`.

An attempt in Lean 4 with a fault in it:

```lean
import Mathlib

open MeasureTheory Filter Topology

namespace MeanQuantaEqCoth

noncomputable section

/-- The mean of `n + 1/2` under the weights `exp (-x n)`, for `x > 0`. -/
def meanQuanta (x : ℝ) : ℝ :=
  (∑' n : ℕ, ((n : ℝ) + 1 / 2) * Real.exp (-x * n)) / ∑' n : ℕ, Real.exp (-x * n)

/-- For `x > 0` the partition sum and the weighted sum of `n + 1/2` converge to the stated
closed forms. -/
theorem boltzmann_sums {x : ℝ} (hx : 0 < x) :
    HasSum (fun n : ℕ => Real.exp (-x * n)) (1 - Real.exp (-x))⁻¹ ∧
    HasSum (fun n : ℕ => ((n : ℝ) + 1 / 2) * Real.exp (-x * n))
      (Real.exp (-x) / (1 - Real.exp (-x)) ^ 2 + 1 / 2 * (1 - Real.exp (-x))⁻¹) := by
  have hr : Real.exp (-x) < 1 := Real.exp_lt_one_iff.2 (by linarith)
  have hp : ∀ n : ℕ, Real.exp (-x * n) = Real.exp (-x) ^ n := fun n => by
    rw [mul_comm, Real.exp_nat_mul]
  have hg := hasSum_geometric_of_lt_one (Real.exp_pos (-x)).le hr
  have hn := hasSum_coe_mul_geometric_of_norm_lt_one (r := Real.exp (-x))
    (by rwa [Real.norm_eq_abs, abs_of_pos (Real.exp_pos _)])
  simp only [hp, add_mul]
  exact ⟨hg, hn.add (hg.mul_left (1 / 2))⟩

/-- For `x > 0` the thermal mean of `n + 1/2` is `coth (x/2) / 2`. -/
theorem meanQuanta_eq_coth {x : ℝ} (hx : 0 < x) :
    meanQuanta x = Real.cosh (x / 2) / Real.sinh (x / 2) / 2 := by
  have hr : Real.exp (-x) < 1 := Real.exp_lt_one (by linarith)
  have hd : 1 - Real.exp (-x) ≠ 0 := by linarith
  have he : Real.exp (x / 2) ≠ 0 := (Real.exp_pos _).ne'
  have h1 : Real.exp (-(x / 2)) = Real.exp (x / 2) * Real.exp (-x) := by
    rw [← Real.exp_add]
    congr 1
    ring
  -- factor exp (x/2) out of both hyperbolic functions
  have hC : Real.cosh (x / 2) = Real.exp (x / 2) * (1 + Real.exp (-x)) / 2 := by
    rw [Real.cosh_eq, h1]
    ring
  have hS : Real.sinh (x / 2) = Real.exp (x / 2) * (1 - Real.exp (-x)) / 2 := by
    rw [Real.sinh_eq, h1]
    ring
  rw [meanQuanta, (boltzmann_sums hx).1.tsum_eq, (boltzmann_sums hx).2.tsum_eq, hC, hS]
  field_simp
  ring

end

end MeanQuantaEqCoth
```

Lean reports:

```
Main.lean:31:33: error(lean.unknownIdentifier): Unknown constant `Real.exp_lt_one`
```

The message means that Lean found no declaration called `Real.exp_lt_one`. The proof uses that name for `hr`, the claim that exp(−x) < 1. The claim is true, but the lemma cited for it does not exist under that name in the Mathlib being used.

The repair cites `Real.exp_lt_one_iff` instead, as the proof of `boltzmann_sums` already does. This lemma is an equivalence: exp of a number is less than 1 exactly when the number is negative. The `.2` picks the direction that starts from negativity, so what is left to prove is −x < 0, which `linarith` gets from `hx`.

The change to `hd` is tidying: no message complains of the old proof by `linarith`. The new one is a direct term, in which `sub_pos.2 hr` turns exp(−x) < 1 into 0 < 1 − exp(−x), and `.ne'` turns that into the required 1 − exp(−x) ≠ 0.

Fix (accepted with no message):

```diff
@@ -29,6 +29,6 @@
 theorem meanQuanta_eq_coth {x : ℝ} (hx : 0 < x) :
     meanQuanta x = Real.cosh (x / 2) / Real.sinh (x / 2) / 2 := by
-  have hr : Real.exp (-x) < 1 := Real.exp_lt_one (by linarith)
-  have hd : 1 - Real.exp (-x) ≠ 0 := by linarith
+  have hr : Real.exp (-x) < 1 := Real.exp_lt_one_iff.2 (by linarith)
+  have hd : 1 - Real.exp (-x) ≠ 0 := (sub_pos.2 hr).ne'
   have he : Real.exp (x / 2) ≠ 0 := (Real.exp_pos _).ne'
   have h1 : Real.exp (-(x / 2)) = Real.exp (x / 2) * Real.exp (-x) := by
```
